# For Hermitian matrices A and B, the ensemble energy of A + sB with fixed, nonincreasing weights is concave in s

## A lower bound between two computed couplings

Suppose that the weighted energy of several electronic states has been computed at two interaction strengths. The straight line between the two values is then a lower bound on the weighted energy at every strength in between. This holds if the interaction enters the Hamiltonian linearly, the levels are the exact eigenvalues in a fixed finite basis, and the weights, assigned in order of energy, are the same at every strength and never increase from one level to the next.

In electronic structure, \(A\) can hold the kinetic energy and the external potential, and \(B\) the electron repulsion, both as matrices over the same \(M\) orthonormal many-electron configurations. The coupling \(s\) then leads from non-interacting electrons at \(s=0\) to the full repulsion at \(s=1\). Let
\[
H(s)=A+sB,\qquad e_0(s)\le\dots\le e_{M-1}(s)
\]
be the Hamiltonian and its levels, counted with multiplicity. With real weights \(p_0\ge\dots\ge p_{M-1}\) that do not depend on \(s\), the ensemble energy is
\[
E(s)=\sum_k p_k\,e_k(s).
\]
The claim is that \(E\) is concave on the whole real line.

The adiabatic connection of density functional theory takes one further step: it changes the one-body potential with \(s\) so that the density stays fixed. The Hamiltonian is then in general no longer affine in \(s\), and the theorem doesn't apply to it directly.

## What the Lean statement says

The main theorem is `ensembleEnergy_concave`. Its objects translate as follows.

- `coupled A B s` is \(H(s)\), with \(A\) and \(B\) complex \(M\times M\) matrices. The hypotheses `hA` and `hB` say that they are Hermitian.
- `level hH k` is \(e_k\). Indices start at 0, so `level hH 0` is the ground-state energy when \(M\ge1\).
- `eigenstates hH` is an orthonormal basis of eigenvectors in the same order as the levels.
- `expect H v` is the real part of \(\langle v,Hv\rangle\). For Hermitian \(H\) and a nonzero vector \(v\) of any length, the physical expectation value is this number divided by \(\|v\|^2\).
- `Antitone p` says that the weights don't increase with the level index.
- `ConcaveOn ℝ Set.univ` is concavity over all real \(s\).

The name `ensembleEnergy` is broader than its textbook use. The weights of a physical ensemble are nonnegative and sum to one, whereas the theorem needs only their order.

Two further theorems accompany it. `lowest_levels_concave` treats the sum of the \(N\) lowest levels. If \(A+sB\) is read as a one-particle Hamiltonian, this is the ground-state energy of \(N\le M\) non-interacting spinless fermions. `two_level_concave_iff` treats \(s\sigma_z\) and finds concavity exactly when \(p_1\le p_0\).

## Trial states cannot lower the weighted energy

Fix a Hermitian \(H\) with levels \(e_j\) and orthonormal eigenstates \(\psi_j\). For any vector \(v\), inserting the eigenbasis gives
\[
\langle v,Hv\rangle=\sum_j\langle v,\psi_j\rangle\langle\psi_j,Hv\rangle
=\sum_j|\langle\psi_j,v\rangle|^2\,e_j .
\]

Now take an orthonormal basis of trial states \(\varphi_k\) and set \(D_{kj}=|\langle\psi_j,\varphi_k\rangle|^2\). The entries are nonnegative. Each row sums to \(\|\varphi_k\|^2=1\) and each column to \(\|\psi_j\|^2=1\), so \(D\) is doubly stochastic. By Birkhoff's theorem it is an average of permutation matrices, with weights \(w_\sigma\ge0\) that sum to one:
\[
\sum_j D_{kj}e_j=\sum_\sigma w_\sigma\,e_{\sigma(k)} .
\]

For a single permutation, suppose that \(i<j\) but \(e_{\sigma(i)}>e_{\sigma(j)}\). Exchanging these two levels changes \(\sum_k p_k e_{\sigma(k)}\) by
\[
(p_i-p_j)\,(e_{\sigma(j)}-e_{\sigma(i)})\le 0 .
\]
Repeated exchanges put the levels in increasing order and never raise the sum. Hence \(\sum_k p_ke_k\le\sum_k p_ke_{\sigma(k)}\). Averaging over \(\sigma\) gives the ensemble variational principle:
\[
\sum_k p_k e_k\le\sum_k p_k\langle\varphi_k,H\varphi_k\rangle .
\]
The eigenstates themselves give equality.

## From the variational principle to concavity

Let \(s=ax+by\) with \(a,b\ge0\) and \(a+b=1\). Then \(H(s)=aH(x)+bH(y)\). Take for \(\varphi_k\) the eigenstates of \(H(s)\):
\[
\begin{aligned}
E(s)&=\sum_k p_k\langle\varphi_k,H(s)\varphi_k\rangle\\
&=a\sum_k p_k\langle\varphi_k,H(x)\varphi_k\rangle
+b\sum_k p_k\langle\varphi_k,H(y)\varphi_k\rangle\\
&\ge aE(x)+bE(y).
\end{aligned}
\]
The last line uses the variational principle at \(x\) and at \(y\).

For the \(N\) lowest levels, set \(p_k=1\) for \(k<N\) and \(p_k=0\) otherwise. These weights are nonincreasing.

## Why a level-by-level argument fails

The ground-state energy is concave in \(s\), which may suggest proving the same for each level and then adding up. The Hamiltonian \(s\sigma_z\) shows the error. Its levels are \(-|s|\) and \(|s|\), and the upper one is not concave. The ensemble energy is
\[
E(s)=(p_1-p_0)\,|s|,
\]
which is concave exactly when \(p_1\le p_0\). The lower level has to carry enough weight to compensate for the upper one.

## The Lean file and its proof

```lean
import Mathlib

open Matrix

namespace EnsembleAdiabaticConnection

noncomputable section

variable {M : ℕ}

/-- The Hamiltonian `A + s B` at real coupling strength `s`. -/
def coupled (A B : Matrix (Fin M) (Fin M) ℂ) (s : ℝ) : Matrix (Fin M) (Fin M) ℂ :=
  A + (s : ℂ) • B

/-- The energy levels of a Hermitian matrix, with multiplicity, in increasing order. -/
def level {H : Matrix (Fin M) (Fin M) ℂ} (hH : H.IsHermitian) (k : Fin M) : ℝ :=
  hH.eigenvalues (Tuple.sort hH.eigenvalues k)

/-- An orthonormal basis of eigenstates, in the order of the energy levels. -/
def eigenstates {H : Matrix (Fin M) (Fin M) ℂ} (hH : H.IsHermitian) :
    OrthonormalBasis (Fin M) ℂ (EuclideanSpace ℂ (Fin M)) :=
  hH.eigenvectorBasis.reindex (Tuple.sort hH.eigenvalues).symm

/-- The real part of `⟨v, H v⟩`, which is the expectation value when `H` is Hermitian
and `v` is normalised. -/
def expect (H : Matrix (Fin M) (Fin M) ℂ) (v : EuclideanSpace ℂ (Fin M)) : ℝ :=
  (inner ℂ v (WithLp.toLp 2 (H *ᵥ v.ofLp))).re

/-- The ensemble energy: the sum of the ordered levels with weights `p`. -/
def ensembleEnergy {H : Matrix (Fin M) (Fin M) ℂ} (p : Fin M → ℝ)
    (hH : H.IsHermitian) : ℝ :=
  ∑ k, p k * level hH k

/-- If `A` and `B` are Hermitian, so is `A + s B` for real `s`. -/
theorem coupled_isHermitian {A B : Matrix (Fin M) (Fin M) ℂ} (hA : A.IsHermitian)
    (hB : B.IsHermitian) (s : ℝ) : (coupled A B s).IsHermitian := by
  unfold Matrix.IsHermitian coupled
  rw [conjTranspose_add, conjTranspose_smul, hA.eq, hB.eq, Complex.star_def,
    Complex.conj_ofReal]

/-- For Hermitian `H`, the component of `H v` along an eigenstate is the level times the
component of `v`. -/
theorem inner_eigenstate {H : Matrix (Fin M) (Fin M) ℂ} (hH : H.IsHermitian) (j : Fin M)
    (v : EuclideanSpace ℂ (Fin M)) :
    inner ℂ (eigenstates hH j) (WithLp.toLp 2 (H *ᵥ v.ofLp)) =
      (level hH j : ℂ) * inner ℂ (eigenstates hH j) v := by
  -- the eigenvalue equation
  have h : H *ᵥ (eigenstates hH j).ofLp = (level hH j : ℂ) • (eigenstates hH j).ofLp := by
    rw [eigenstates, OrthonormalBasis.reindex_apply, Equiv.symm_symm]
    exact (hH.mulVec_eigenvectorBasis _).trans (by ext i; simp [level])
  -- its adjoint
  have hstar : star (eigenstates hH j).ofLp ᵥ* H =
      (level hH j : ℂ) • star (eigenstates hH j).ofLp := by
    have h' := congrArg star h
    rwa [Matrix.star_mulVec, hH.eq, star_smul, Complex.star_def, Complex.conj_ofReal] at h'
  rw [EuclideanSpace.inner_eq_star_dotProduct, EuclideanSpace.inner_eq_star_dotProduct,
    dotProduct_comm]
  change star (eigenstates hH j).ofLp ⬝ᵥ (H *ᵥ v.ofLp) = _
  rw [Matrix.dotProduct_mulVec, hstar, smul_dotProduct, smul_eq_mul, dotProduct_comm]

/-- For Hermitian `H`, `⟨v, H v⟩` is the sum of the levels weighted by the squared overlaps
of `v` with the eigenstates. -/
theorem expect_eq_sum {H : Matrix (Fin M) (Fin M) ℂ} (hH : H.IsHermitian)
    (v : EuclideanSpace ℂ (Fin M)) :
    expect H v = ∑ j, ‖inner ℂ (eigenstates hH j) v‖ ^ 2 * level hH j := by
  unfold expect
  rw [← (eigenstates hH).sum_inner_mul_inner v, Complex.re_sum]
  refine Finset.sum_congr rfl fun j _ => ?_
  rw [inner_eigenstate, ← inner_conj_symm v (eigenstates hH j)]
  generalize inner ℂ (eigenstates hH j) v = z
  rw [Complex.sq_norm, Complex.normSq_apply]
  simp only [Complex.mul_re, Complex.mul_im, Complex.conj_re, Complex.conj_im,
    Complex.ofReal_re, Complex.ofReal_im]
  ring

/-- Mixing increasingly ordered levels by a doubly stochastic matrix cannot lower their sum
with nonincreasing weights. -/
theorem sum_le_sum_mixed {p e : Fin M → ℝ} (hp : Antitone p) (he : Monotone e)
    {D : Matrix (Fin M) (Fin M) ℝ} (hD : D ∈ doublyStochastic ℝ (Fin M)) :
    ∑ k, p k * e k ≤ ∑ k, p k * ∑ j, D k j * e j := by
  -- Birkhoff: `D` is an average of permutations
  obtain ⟨w, hw, hw1, rfl⟩ := exists_eq_sum_perm_of_mem_doublyStochastic hD
  have hmix : ∀ k, ∑ j, (∑ σ, w σ • σ.permMatrix ℝ) k j * e j = ∑ σ, w σ * e (σ k) := by
    intro k
    simp only [Matrix.sum_apply, Finset.sum_mul]
    rw [Finset.sum_comm]
    refine Finset.sum_congr rfl fun σ _ => ?_
    simp [Equiv.Perm.permMatrix, PEquiv.toMatrix_apply, Equiv.toPEquiv_apply]
  simp only [hmix, Finset.mul_sum]
  rw [Finset.sum_comm]
  -- rearrangement inequality for each permutation
  calc ∑ k, p k * e k = ∑ σ, w σ * ∑ k, p k * e k := by
        rw [← Finset.sum_mul, hw1, one_mul]
    _ ≤ ∑ σ, w σ * ∑ k, p k * e (σ k) := Finset.sum_le_sum fun σ _ =>
        mul_le_mul_of_nonneg_left (hp.antivary he).sum_mul_le_sum_mul_comp_perm (hw σ)
    _ = ∑ σ, ∑ k, p k * (w σ * e (σ k)) := by
        refine Finset.sum_congr rfl fun σ _ => ?_
        rw [Finset.mul_sum]
        exact Finset.sum_congr rfl fun k _ => by ring

/-- Ensemble variational principle: for Hermitian `H` and nonincreasing weights, no orthonormal
basis of trial states has a weighted energy below the ensemble energy. -/
theorem ensemble_variational {H : Matrix (Fin M) (Fin M) ℂ} (hH : H.IsHermitian)
    {p : Fin M → ℝ} (hp : Antitone p)
    (φ : OrthonormalBasis (Fin M) ℂ (EuclideanSpace ℂ (Fin M))) :
    ensembleEnergy p hH ≤ ∑ k, p k * expect H (φ k) := by
  simp only [expect_eq_sum hH]
  refine sum_le_sum_mixed (D := fun k j => ‖inner ℂ (eigenstates hH j) (φ k)‖ ^ 2) hp
    (Tuple.monotone_sort hH.eigenvalues) ?_
  -- squared overlaps of two orthonormal bases are doubly stochastic
  refine mem_doublyStochastic_iff_sum.2 ⟨fun k j => sq_nonneg _, fun k => ?_, fun j => ?_⟩
  · have h := (eigenstates hH).sum_sq_norm_inner_right (φ k)
    rw [φ.orthonormal.1 k, one_pow] at h
    exact h
  · have h := φ.sum_sq_norm_inner_left (eigenstates hH j)
    rw [(eigenstates hH).orthonormal.1 j, one_pow] at h
    exact h

/-- For Hermitian `H`, the expectation value in an eigenstate is its level. -/
theorem expect_eigenstate {H : Matrix (Fin M) (Fin M) ℂ} (hH : H.IsHermitian) (k : Fin M) :
    expect H (eigenstates hH k) = level hH k := by
  unfold expect
  rw [inner_eigenstate, inner_self_eq_norm_sq_to_K, (eigenstates hH).orthonormal.1 k]
  simp

/-- **Concavity of the ensemble energy.** For Hermitian `A`, `B` and nonincreasing weights, the
ensemble energy of `A + s B` is a concave function of the real coupling `s`. -/
theorem ensembleEnergy_concave {A B : Matrix (Fin M) (Fin M) ℂ} (hA : A.IsHermitian)
    (hB : B.IsHermitian) {p : Fin M → ℝ} (hp : Antitone p) :
    ConcaveOn ℝ Set.univ (fun s => ensembleEnergy p (coupled_isHermitian hA hB s)) := by
  -- at fixed state the energy is affine in the coupling
  have haff : ∀ s v, expect (coupled A B s) v = expect A v + s * expect B v := by
    intro s v
    have h : WithLp.toLp 2 (coupled A B s *ᵥ v.ofLp) =
        WithLp.toLp 2 (A *ᵥ v.ofLp) + (s : ℂ) • WithLp.toLp 2 (B *ᵥ v.ofLp) := by
      rw [coupled, Matrix.add_mulVec, Matrix.smul_mulVec]
      rfl
    unfold expect
    rw [h, inner_add_right, inner_smul_right, Complex.add_re, Complex.re_ofReal_mul]
  refine ⟨convex_univ, fun x _ y _ a b ha hb hab => ?_⟩
  simp only [smul_eq_mul]
  -- the eigenstates at the intermediate coupling are trial states at both ends
  let φ := eigenstates (coupled_isHermitian hA hB (a * x + b * y))
  have hx := mul_le_mul_of_nonneg_left
    (ensemble_variational (coupled_isHermitian hA hB x) hp φ) ha
  have hy := mul_le_mul_of_nonneg_left
    (ensemble_variational (coupled_isHermitian hA hB y) hp φ) hb
  have hs : ensembleEnergy p (coupled_isHermitian hA hB (a * x + b * y)) =
      a * ∑ k, p k * expect (coupled A B x) (φ k) +
        b * ∑ k, p k * expect (coupled A B y) (φ k) := by
    rw [Finset.mul_sum, Finset.mul_sum, ← Finset.sum_add_distrib]
    refine Finset.sum_congr rfl fun k _ => ?_
    rw [← expect_eigenstate, haff, haff, haff]
    linear_combination (-(p k * expect A (φ k))) * hab
  linarith

/-- For Hermitian `A` and `B`, the sum of the `N` lowest levels of `A + s B` (of all levels if
`N` exceeds their number) is concave in `s`. -/
theorem lowest_levels_concave {A B : Matrix (Fin M) (Fin M) ℂ} (hA : A.IsHermitian)
    (hB : B.IsHermitian) (N : ℕ) :
    ConcaveOn ℝ Set.univ (fun s => ∑ k ∈ Finset.univ.filter (fun k : Fin M => (k : ℕ) < N),
      level (coupled_isHermitian hA hB s) k) := by
  have hp : Antitone (fun k : Fin M => if (k : ℕ) < N then (1 : ℝ) else 0) := by
    intro i j hij
    have hij' : (i : ℕ) ≤ j := hij
    dsimp only
    split_ifs <;> first | omega | norm_num
  simpa [ensembleEnergy, Finset.sum_filter] using ensembleEnergy_concave hA hB hp

/-- The Pauli matrix `σ_z`. -/
def sigmaZ : Matrix (Fin 2) (Fin 2) ℂ := !![1, 0; 0, -1]

/-- The Pauli matrix `σ_z` is Hermitian. -/
theorem sigmaZ_isHermitian : sigmaZ.IsHermitian :=
  Matrix.IsHermitian.ext fun i j => by fin_cases i <;> fin_cases j <;> simp [sigmaZ]

/-- For the two-level Hamiltonian `s σ_z`, the ensemble energy is concave in `s` exactly when
the upper level has no larger weight than the lower one. -/
theorem two_level_concave_iff (p : Fin 2 → ℝ) :
    ConcaveOn ℝ Set.univ (fun s => ensembleEnergy p
      (coupled_isHermitian Matrix.isHermitian_zero sigmaZ_isHermitian s)) ↔ p 1 ≤ p 0 := by
  constructor
  · intro h
    -- trace and determinant fix the levels as `-|s|` and `|s|`
    have hE : ∀ s : ℝ, ensembleEnergy p (coupled_isHermitian Matrix.isHermitian_zero
        sigmaZ_isHermitian s) = (p 1 - p 0) * |s| := by
      intro s
      let hH := coupled_isHermitian Matrix.isHermitian_zero sigmaZ_isHermitian s
      have ht : (level hH 0 : ℂ) + level hH 1 = (coupled 0 sigmaZ s).trace :=
        (Fin.sum_univ_two (fun k => (level hH k : ℂ))).symm.trans
          ((Equiv.sum_comp (Tuple.sort hH.eigenvalues)
            (fun i => (hH.eigenvalues i : ℂ))).trans hH.trace_eq_sum_eigenvalues.symm)
      have hd : (level hH 0 : ℂ) * level hH 1 = (coupled 0 sigmaZ s).det :=
        (Fin.prod_univ_two (fun k => (level hH k : ℂ))).symm.trans
          ((Equiv.prod_comp (Tuple.sort hH.eigenvalues)
            (fun i => (hH.eigenvalues i : ℂ))).trans hH.det_eq_prod_eigenvalues.symm)
      have ht0 : (coupled 0 sigmaZ s).trace = 0 := by
        simp [coupled, sigmaZ, Matrix.trace_fin_two]
      have hd0 : (coupled 0 sigmaZ s).det = -((s : ℂ) * s) := by
        simp [coupled, sigmaZ, Matrix.det_fin_two]
      rw [ht0] at ht
      rw [hd0] at hd
      have ht' : level hH 0 + level hH 1 = 0 := by exact_mod_cast ht
      have hd' : level hH 0 * level hH 1 = -(s * s) := by exact_mod_cast hd
      have hle : level hH 0 ≤ level hH 1 :=
        Tuple.monotone_sort hH.eigenvalues (Fin.zero_le 1)
      have h0 : level hH 0 = -level hH 1 := by linarith
      have h1 : level hH 1 = |s| := by
        have hpos : 0 ≤ level hH 1 := by linarith
        rw [h0] at hd'
        exact (abs_of_nonneg hpos).symm.trans
          ((sq_eq_sq_iff_abs_eq_abs _ _).1 (by linarith))
      change ∑ k, p k * level hH k = _
      rw [Fin.sum_univ_two, h0, h1]
      ring
    simp only [hE] at h
    -- compare the couplings `1` and `-1` with their midpoint
    have h' : (1 / 2 : ℝ) * ((p 1 - p 0) * |(1 : ℝ)|) + (1 / 2) * ((p 1 - p 0) * |(-1 : ℝ)|) ≤
        (p 1 - p 0) * |(1 / 2 : ℝ) * 1 + (1 / 2) * (-1)| :=
      h.2 (Set.mem_univ 1) (Set.mem_univ (-1)) (by norm_num) (by norm_num) (by norm_num)
    rw [show (1 / 2 : ℝ) * 1 + (1 / 2) * (-1) = 0 by norm_num, abs_zero, abs_neg,
      abs_one] at h'
    linarith
  · intro h
    refine ensembleEnergy_concave Matrix.isHermitian_zero sigmaZ_isHermitian
      fun i j hij => ?_
    fin_cases i <;> fin_cases j <;> simp_all

end

end EnsembleAdiabaticConnection
```

```lean
#print axioms EnsembleAdiabaticConnection.ensembleEnergy_concave
#print axioms EnsembleAdiabaticConnection.lowest_levels_concave
#print axioms EnsembleAdiabaticConnection.two_level_concave_iff
```

```
'EnsembleAdiabaticConnection.ensembleEnergy_concave' depends on axioms: [propext, Classical.choice, Quot.sound]
'EnsembleAdiabaticConnection.lowest_levels_concave' depends on axioms: [propext, Classical.choice, Quot.sound]
'EnsembleAdiabaticConnection.two_level_concave_iff' depends on axioms: [propext, Classical.choice, Quot.sound]
```

`inner_eigenstate` proves \(\langle\psi_j,Hv\rangle=e_j\langle\psi_j,v\rangle\). It takes the adjoint of the eigenvalue equation and lets \(H\) act to the left. `expect_eq_sum` then inserts the eigenbasis through `sum_inner_mul_inner` and obtains the squared overlaps.

`sum_le_sum_mixed` contains the argument about mixing. Mathlib supplies Birkhoff's theorem as `exists_eq_sum_perm_of_mem_doublyStochastic`, and `hmix` evaluates the action of the permutation matrices on the levels. The exchange argument is replaced by Mathlib's rearrangement inequality, which applies because `hp.antivary he` states that weights and levels are oppositely ordered.

`ensemble_variational` applies this lemma to the squared overlaps. Its last two bullets are the row and column sums, each an instance of Parseval's identity. `expect_eigenstate` gives the case of equality.

In `ensembleEnergy_concave`, `haff` says that the energy of a fixed state is affine in \(s\). The basis `φ` consists of the eigenstates at the intermediate coupling. `hx` and `hy` are the variational bounds at the end points, already multiplied by \(a\) and \(b\), and `hs` is the splitting of \(E(s)\) in the display above. The condition \(a+b=1\) enters there, to recombine the two contributions from \(A\). `linarith` joins the three facts.

`lowest_levels_concave` checks that the step-shaped weights are nonincreasing and applies the main theorem.

For \(s\sigma_z\), the proof finds the levels from the trace and the determinant: their sum is \(0\), their product is \(-s^2\), and their order fixes the signs. Concavity between the couplings \(1\) and \(-1\), tested at the midpoint \(0\), gives \(p_1-p_0\le0\). The converse is the main theorem with \(A=0\) and \(B=\sigma_z\).
